# Coupling cavity modes to the mean dipole through a completed square leaves electronic ground states unchanged

A: For a Hermitian \(H\) on a finite-dimensional space, with least eigenvalue \(E_0\), the minimum over unit \(\psi\) and real \(q_\alpha\) of

\[
E(\psi,q)=\langle H\rangle+\tfrac12\sum_\alpha(\omega_\alpha q_\alpha-\lambda_\alpha\langle D_\alpha\rangle)^2
\]

is \(E_0\), provided every \(\omega_\alpha\neq0\). It is attained exactly when \(H\psi=E_0\psi\) and \(\omega_\alpha q_\alpha=\lambda_\alpha\langle D_\alpha\rangle\) for each \(\alpha\). Here \(\alpha\) labels finitely many cavity modes with frequency \(\omega_\alpha\), displacement \(q_\alpha\), coupling \(\lambda_\alpha\) and dipole \(D_\alpha\), and \(\langle A\rangle=\langle\psi,A\psi\rangle\).

Q: The dipole depends on \(\psi\). Why can't the coupling pull the electrons into another state?

A: Take an orthonormal eigenbasis \(Hu_i=\varepsilon_iu_i\) and set \(c_i=\langle u_i,\psi\rangle\). For any real \(E\), \(\langle u_i,(H-E)\psi\rangle=(\varepsilon_i-E)c_i\), so

\[
\langle H\rangle-E\|\psi\|^2=\sum_i(\varepsilon_i-E)|c_i|^2 .
\]

At \(E=E_0\) and \(\|\psi\|=1\) every term is nonnegative. The sum vanishes exactly when \(c_i=0\) for all \(\varepsilon_i>E_0\), that is, when \(H\psi=E_0\psi\). The photon squares are also nonnegative, and \(q_\alpha=\lambda_\alpha\langle D_\alpha\rangle/\omega_\alpha\) makes them zero for any \(\psi\). The displacement absorbs whatever dipole the electrons have, at no cost.

Q: Which objects in the code carry that physics?

A: `V` is the electronic state space and `M` the set of modes. `expect` takes the real part of \(\langle\psi,A\psi\rangle\), which for Hermitian \(A\) is the whole value.

In Lean 4 with Mathlib:

```lean
import Mathlib

open Module

namespace MeanFieldQEDFT

noncomputable section

variable {V : Type*} [NormedAddCommGroup V] [InnerProductSpace ℂ V]
variable {M : Type*} [Fintype M]

/-- The expectation value of `A` in the state `ψ` (the real part of `⟨ψ, A ψ⟩`). -/
def expect (A : V →ₗ[ℂ] V) (ψ : V) : ℝ := (inner ℂ ψ (A ψ)).re

/-- `E0` is the least eigenvalue of the electronic Hamiltonian `H`. -/
def IsGroundEnergy (H : V →ₗ[ℂ] V) (E0 : ℝ) : Prop :=
  IsLeast {e : ℝ | Module.End.HasEigenvalue H (e : ℂ)} E0

/-- Mean-field energy: each photon displacement `q α` couples to the mean dipole only. -/
def meanFieldEnergy (H : V →ₗ[ℂ] V) (D : M → V →ₗ[ℂ] V) (ω lam : M → ℝ)
    (ψ : V) (q : M → ℝ) : ℝ :=
  expect H ψ + ∑ α, (ω α * q α - lam α * expect (D α) ψ) ^ 2 / 2
```

Q: And if the dipole stays an operator inside the square?

A: That is a second energy, `operatorEnergy`, built from `shifted`, the operator \(a-lD\) with real \(a,l\). The variance is the case \(a=\langle D\rangle\), \(l=1\), squared and averaged.

```lean
/-- The operator `a - l D`, a number minus a scaled dipole operator. -/
def shifted (D : V →ₗ[ℂ] V) (a l : ℝ) : V →ₗ[ℂ] V :=
  (a : ℂ) • LinearMap.id - (l : ℂ) • D

/-- The variance of the dipole, `⟨(⟨D⟩ - D)²⟩`. -/
def variance (D : V →ₗ[ℂ] V) (ψ : V) : ℝ :=
  expect (shifted D (expect D ψ) 1 ∘ₗ shifted D (expect D ψ) 1) ψ

/-- Energy with the dipole kept as an operator: `⟨H⟩ + ∑ ⟨(ω q - lam D)²⟩ / 2`. -/
def operatorEnergy (H : V →ₗ[ℂ] V) (D : M → V →ₗ[ℂ] V) (ω lam : M → ℝ)
    (ψ : V) (q : M → ℝ) : ℝ :=
  expect H ψ + ∑ α, expect (shifted (D α) (ω α * q α) (lam α) ∘ₗ
    shifted (D α) (ω α * q α) (lam α)) ψ / 2
```

Q: What has been idealised away?

A: The modes are classical and static, without photon momentum or zero-point energy. `H` is fixed: although the namespace is named after quantum-electrodynamical density functional theory (QEDFT), the model has no density functional or self-consistent potential. The condition `ω α ≠ 0` says that each mode has a restoring force; at zero frequency, \(q_\alpha\) could not cancel the dipole term.

Q: How does the proof begin?

A: With two small lemmas. An eigenvector has expectation \(E\|\psi\|^2\), and a number at least \(b\) plus nonnegative terms equals \(b\) only if the number is \(b\) and each term is zero.

```lean
private lemma expect_eigen {H : V →ₗ[ℂ] V} {E : ℝ} {ψ : V} (h : H ψ = (E : ℂ) • ψ) :
    expect H ψ = E * ‖ψ‖ ^ 2 := by
  have hn : (inner ℂ ψ ψ).re = ‖ψ‖ ^ 2 := inner_self_eq_norm_sq (𝕜 := ℂ) ψ
  unfold expect
  rw [h, inner_smul_right, Complex.re_ofReal_mul, hn]

private lemma add_sum_eq_iff {a b : ℝ} {f : M → ℝ} (hab : b ≤ a) (hf : ∀ α, 0 ≤ f α) :
    a + ∑ α, f α = b ↔ a = b ∧ ∀ α, f α = 0 := by
  have hs : 0 ≤ ∑ α, f α := Finset.sum_nonneg fun α _ => hf α
  constructor
  · intro h
    have h0 : ∑ α, f α = 0 := by linarith
    refine ⟨by linarith, fun α => ?_⟩
    exact (Finset.sum_eq_zero_iff_of_nonneg fun α _ => hf α).1 h0 α (Finset.mem_univ α)
  · rintro ⟨h, h0⟩
    rw [Finset.sum_eq_zero fun α _ => h0 α, h, add_zero]
```

Next, `inner_basis` computes the component of \((H-E)\psi\) along \(u_i\), and `energy_excess` sums these into the displayed identity.

```lean
section Variational

variable [FiniteDimensional ℂ V] {H : V →ₗ[ℂ] V}

private lemma inner_basis (hH : H.IsSymmetric) (E : ℝ) (ψ : V) (i : Fin (finrank ℂ V)) :
    inner ℂ (hH.eigenvectorBasis rfl i) (H ψ - (E : ℂ) • ψ) =
      ((hH.eigenvalues rfl i - E : ℝ) : ℂ) * inner ℂ (hH.eigenvectorBasis rfl i) ψ := by
  have h1 : H (hH.eigenvectorBasis rfl i) =
      ((hH.eigenvalues rfl i : ℝ) : ℂ) • hH.eigenvectorBasis rfl i :=
    hH.apply_eigenvectorBasis rfl i
  have h2 := hH (hH.eigenvectorBasis rfl i) ψ
  rw [inner_sub_right, ← h2, h1, inner_smul_left, inner_smul_right, Complex.conj_ofReal,
    Complex.ofReal_sub]
  ring

/-- For any vector `ψ` and real `E`, `⟨H⟩ - E ‖ψ‖²` is the sum over an orthonormal eigenbasis of
(eigenvalue minus `E`) times the squared amplitude. -/
theorem energy_excess (hH : H.IsSymmetric) (E : ℝ) (ψ : V) :
    expect H ψ - E * ‖ψ‖ ^ 2 = ∑ i, (hH.eigenvalues rfl i - E) *
      ‖inner ℂ (hH.eigenvectorBasis rfl i) ψ‖ ^ 2 := by
  have hn : (inner ℂ ψ ψ).re = ‖ψ‖ ^ 2 := inner_self_eq_norm_sq (𝕜 := ℂ) ψ
  have hl : expect H ψ - E * ‖ψ‖ ^ 2 = (inner ℂ ψ (H ψ - (E : ℂ) • ψ)).re := by
    rw [inner_sub_right, inner_smul_right, Complex.sub_re, Complex.re_ofReal_mul, hn]
    rfl
  have hc : ∀ (r : ℝ) (c : ℂ), (starRingEnd ℂ c * ((r : ℂ) * c)).re = r * ‖c‖ ^ 2 := by
    intro r c
    rw [Complex.sq_norm, Complex.normSq_apply]
    simp only [Complex.mul_re, Complex.mul_im, Complex.conj_re, Complex.conj_im,
      Complex.ofReal_re, Complex.ofReal_im]
    ring
  -- insert the resolution of the identity
  rw [hl, ← (hH.eigenvectorBasis rfl).sum_inner_mul_inner ψ (H ψ - (E : ℂ) • ψ),
    Complex.re_sum]
  refine Finset.sum_congr rfl fun i _ => ?_
  rw [inner_basis hH, ← inner_conj_symm ψ (hH.eigenvectorBasis rfl i), hc]
```

Q: What does the argument turn on in Mathlib?

A: On `sum_inner_mul_inner`, the resolution of the identity \(\sum_i\langle x,u_i\rangle\langle u_i,y\rangle=\langle x,y\rangle\), applied to `eigenvectorBasis`. It gives the energy sum above. In the variational principle it serves again: once all components of \((H-E_0)\psi\) vanish, so does its norm, and no separate treatment of degenerate levels is needed.

Q: Does \(E_0\) exist?

A: Yes, on any nonzero space. Choose the smallest \(\varepsilon_j\). An eigenvector \(v\) with eigenvalue \(\mu\) has \((\mu-\varepsilon_j)\|v\|^2\ge0\) by the same identity, so \(\mu\ge\varepsilon_j\).

```lean
/-- A Hermitian Hamiltonian on a nonzero finite-dimensional space has a least eigenvalue. -/
theorem exists_groundEnergy [Nontrivial V] (hH : H.IsSymmetric) :
    ∃ E0, IsGroundEnergy H E0 := by
  have : Nonempty (Fin (finrank ℂ V)) := ⟨⟨0, Module.finrank_pos⟩⟩
  obtain ⟨j, hj⟩ := Finite.exists_min (hH.eigenvalues rfl)
  refine ⟨hH.eigenvalues rfl j, hH.hasEigenvalue_eigenvalues rfl j, ?_⟩
  intro μ hμ
  have hμ' : Module.End.HasEigenvalue H (μ : ℂ) := hμ
  obtain ⟨v, hv⟩ := hμ'.exists_hasEigenvector
  have h := energy_excess hH (hH.eigenvalues rfl j) v
  rw [expect_eigen hv.apply_eq_smul] at h
  have hs : 0 ≤ ∑ i, (hH.eigenvalues rfl i - hH.eigenvalues rfl j) *
      ‖inner ℂ (hH.eigenvectorBasis rfl i) v‖ ^ 2 :=
    Finset.sum_nonneg fun i _ => mul_nonneg (sub_nonneg.2 (hj i)) (sq_nonneg _)
  have hp : 0 < ‖v‖ ^ 2 := pow_pos (norm_pos_iff.2 hv.2) 2
  exact le_of_mul_le_mul_right (by linarith) hp

/-- Variational principle: a unit state has energy at least `E0`, with equality exactly for
eigenvectors of `H` with eigenvalue `E0`. -/
theorem variational_principle (hH : H.IsSymmetric) {E0 : ℝ} (h0 : IsGroundEnergy H E0)
    {ψ : V} (hψ : ‖ψ‖ = 1) :
    E0 ≤ expect H ψ ∧ (expect H ψ = E0 ↔ H ψ = (E0 : ℂ) • ψ) := by
  have he : ∀ i, E0 ≤ hH.eigenvalues rfl i := fun i =>
    h0.2 (hH.hasEigenvalue_eigenvalues rfl i)
  have hx := energy_excess hH E0 ψ
  rw [hψ, one_pow, mul_one] at hx
  have ht : ∀ i ∈ Finset.univ, 0 ≤ (hH.eigenvalues rfl i - E0) *
      ‖inner ℂ (hH.eigenvectorBasis rfl i) ψ‖ ^ 2 := fun i _ =>
    mul_nonneg (sub_nonneg.2 (he i)) (sq_nonneg _)
  refine ⟨by linarith [Finset.sum_nonneg ht], fun h => ?_, fun h => ?_⟩
  · -- no amplitude survives on excited eigenstates, so the residual vanishes
    rw [h, sub_self] at hx
    have hz := (Finset.sum_eq_zero_iff_of_nonneg ht).1 hx.symm
    have hr : ∀ i, inner ℂ (hH.eigenvectorBasis rfl i) (H ψ - (E0 : ℂ) • ψ) = 0 := by
      intro i
      rw [inner_basis hH]
      rcases mul_eq_zero.1 (hz i (Finset.mem_univ i)) with h1 | h1
      · rw [h1, Complex.ofReal_zero, zero_mul]
      · rw [norm_eq_zero.1 (pow_eq_zero_iff two_ne_zero |>.1 h1), mul_zero]
    have hs := (hH.eigenvectorBasis rfl).sum_inner_mul_inner
      (H ψ - (E0 : ℂ) • ψ) (H ψ - (E0 : ℂ) • ψ)
    rw [Finset.sum_eq_zero fun i _ => by rw [hr i, mul_zero]] at hs
    exact sub_eq_zero.1 (inner_self_eq_zero.1 hs.symm)
  · rw [expect_eigen h, hψ, one_pow, mul_one]
```

The main theorem first proves the equality condition, `key`. It then normalises a ground eigenvector and chooses the optimal \(q\) to show that \(E_0\) is reached; the variational principle and the nonnegativity of the squares give the lower bound. The \(D_\alpha\) need not be Hermitian here, since only the real number `expect` enters.

```lean
/-- If every `ω` is nonzero, the minimum of the mean-field energy over unit states and real
displacements is the least eigenvalue of `H`, attained exactly at unit ground eigenvectors with `ω q
= lam ⟨D⟩` in each mode. -/
theorem meanField_ground_state (hH : H.IsSymmetric) {E0 : ℝ} (h0 : IsGroundEnergy H E0)
    (D : M → V →ₗ[ℂ] V) {ω : M → ℝ} (hω : ∀ α, ω α ≠ 0) (lam : M → ℝ) :
    IsLeast {E | ∃ ψ q, ‖ψ‖ = 1 ∧ meanFieldEnergy H D ω lam ψ q = E} E0 ∧
    ∀ ψ q, ‖ψ‖ = 1 → (meanFieldEnergy H D ω lam ψ q = E0 ↔
      H ψ = (E0 : ℂ) • ψ ∧ ∀ α, ω α * q α = lam α * expect (D α) ψ) := by
  have key : ∀ ψ q, ‖ψ‖ = 1 → (meanFieldEnergy H D ω lam ψ q = E0 ↔
      H ψ = (E0 : ℂ) • ψ ∧ ∀ α, ω α * q α = lam α * expect (D α) ψ) := by
    intro ψ q hψ
    obtain ⟨hle, hiff⟩ := variational_principle hH h0 hψ
    unfold meanFieldEnergy
    rw [add_sum_eq_iff hle fun α => by positivity, hiff]
    refine and_congr_right fun _ => forall_congr' fun α => ?_
    rw [div_eq_zero_iff, or_iff_left two_ne_zero, pow_eq_zero_iff two_ne_zero, sub_eq_zero]
  refine ⟨⟨?_, ?_⟩, key⟩
  · -- normalise a ground eigenvector and displace each mode to its optimum
    have h1 : Module.End.HasEigenvalue H (E0 : ℂ) := h0.1
    obtain ⟨v, hv⟩ := h1.exists_hasEigenvector
    have hn : ‖((‖v‖⁻¹ : ℝ) : ℂ) • v‖ = 1 := by
      rw [norm_smul, Complex.norm_real, norm_inv, norm_norm,
        inv_mul_cancel₀ (norm_ne_zero_iff.2 hv.2)]
    refine ⟨((‖v‖⁻¹ : ℝ) : ℂ) • v,
      fun α => lam α * expect (D α) (((‖v‖⁻¹ : ℝ) : ℂ) • v) / ω α, hn, ?_⟩
    refine (key _ _ hn).2 ⟨?_, fun α => mul_div_cancel₀ _ (hω α)⟩
    rw [map_smul, hv.apply_eq_smul, smul_comm]
  · rintro E ⟨ψ, q, hψ, rfl⟩
    have hs : 0 ≤ ∑ α, (ω α * q α - lam α * expect (D α) ψ) ^ 2 / 2 :=
      Finset.sum_nonneg fun α _ => by positivity
    unfold meanFieldEnergy
    linarith [(variational_principle hH h0 hψ).1]

end Variational
```

Q: So what does coupling to the mean dipole alone miss?

A: Compared with the operator energy, it misses the dipole fluctuations. Not every mean-field method does: QED Hartree–Fock, for example, keeps them. For Hermitian \(D\) and unit \(\psi\),

\[
\langle(a-lD)^2\rangle=\|a\psi-lD\psi\|^2=a^2-2al\langle D\rangle+l^2\|D\psi\|^2 .
\]

Subtracting \((a-l\langle D\rangle)^2\) leaves \(l^2(\|D\psi\|^2-\langle D\rangle^2)=l^2\,\mathrm{Var}(D)\). With \(a=\omega_\alpha q_\alpha\) and \(l=\lambda_\alpha\), the operator energy exceeds the mean-field one by \(\tfrac12\sum_\alpha\lambda_\alpha^2\mathrm{Var}(D_\alpha)\). The lemma `expect_sq` is the first equality displayed; `expect_sq_expand` equates the first and last expressions, with \(a^2\|\psi\|^2\) in place of \(a^2\) because it allows any \(\psi\).

```lean
private lemma expect_sq {D : V →ₗ[ℂ] V} (hD : D.IsSymmetric) (a l : ℝ) (ψ : V) :
    expect (shifted D a l ∘ₗ shifted D a l) ψ = ‖(a : ℂ) • ψ - (l : ℂ) • D ψ‖ ^ 2 := by
  have hF : ∀ x y, inner ℂ (shifted D a l x) y = inner ℂ x (shifted D a l y) := by
    intro x y
    have h := hD x y
    simp only [shifted, LinearMap.sub_apply, LinearMap.smul_apply, LinearMap.id_apply,
      inner_sub_left, inner_sub_right, inner_smul_left, inner_smul_right,
      Complex.conj_ofReal, h]
  unfold expect
  rw [LinearMap.comp_apply, ← hF]
  exact inner_self_eq_norm_sq (𝕜 := ℂ) (shifted D a l ψ)

private lemma expect_sq_expand {D : V →ₗ[ℂ] V} (hD : D.IsSymmetric) (a l : ℝ) (ψ : V) :
    expect (shifted D a l ∘ₗ shifted D a l) ψ =
      a ^ 2 * ‖ψ‖ ^ 2 - 2 * (a * (l * expect D ψ)) + l ^ 2 * ‖D ψ‖ ^ 2 := by
  have hre : RCLike.re (inner ℂ ((a : ℂ) • ψ) ((l : ℂ) • D ψ)) = a * (l * expect D ψ) := by
    change (inner ℂ ((a : ℂ) • ψ) ((l : ℂ) • D ψ)).re = _
    rw [inner_smul_left, inner_smul_right, Complex.conj_ofReal, Complex.re_ofReal_mul,
      Complex.re_ofReal_mul]
    rfl
  rw [expect_sq hD, norm_sub_sq (𝕜 := ℂ), hre, norm_smul, norm_smul, Complex.norm_real,
    Complex.norm_real, mul_pow, mul_pow, Real.norm_eq_abs, Real.norm_eq_abs, sq_abs, sq_abs]

/-- For a unit state and Hermitian dipoles, keeping the dipole as an operator adds `lam² Var(D) / 2`
per mode to the mean-field energy. -/
theorem operatorEnergy_eq_meanField_add_variance (H : V →ₗ[ℂ] V) {D : M → V →ₗ[ℂ] V}
    (hD : ∀ α, (D α).IsSymmetric) (ω lam : M → ℝ) {ψ : V} (hψ : ‖ψ‖ = 1) (q : M → ℝ) :
    operatorEnergy H D ω lam ψ q =
      meanFieldEnergy H D ω lam ψ q + ∑ α, lam α ^ 2 * variance (D α) ψ / 2 := by
  unfold operatorEnergy meanFieldEnergy variance
  rw [add_assoc, ← Finset.sum_add_distrib]
  congr 1
  refine Finset.sum_congr rfl fun α _ => ?_
  rw [expect_sq_expand (hD α), expect_sq_expand (hD α), hψ]
  ring
```

The operator energy equals \(E_0\) only if a ground eigenvector also satisfies \(\lambda_\alpha D_\alpha\psi=\omega_\alpha q_\alpha\psi\) in every mode, because each squared norm must vanish. Such a state may not exist.

```lean
/-- With Hermitian dipoles kept as operators, a unit state has energy `E0` exactly when it is a
ground eigenvector of `H` and satisfies `lam D ψ = ω q ψ` in each mode. -/
theorem operatorEnergy_eq_ground_iff [FiniteDimensional ℂ V] {H : V →ₗ[ℂ] V}
    (hH : H.IsSymmetric) {E0 : ℝ} (h0 : IsGroundEnergy H E0) {D : M → V →ₗ[ℂ] V}
    (hD : ∀ α, (D α).IsSymmetric) (ω lam : M → ℝ) {ψ : V} (hψ : ‖ψ‖ = 1) (q : M → ℝ) :
    operatorEnergy H D ω lam ψ q = E0 ↔ H ψ = (E0 : ℂ) • ψ ∧
      ∀ α, (lam α : ℂ) • D α ψ = ((ω α * q α : ℝ) : ℂ) • ψ := by
  obtain ⟨hle, hiff⟩ := variational_principle hH h0 hψ
  unfold operatorEnergy
  rw [add_sum_eq_iff hle fun α => by rw [expect_sq (hD α)]; positivity, hiff]
  refine and_congr_right fun _ => forall_congr' fun α => ?_
  rw [expect_sq (hD α), div_eq_zero_iff, or_iff_left two_ne_zero,
    pow_eq_zero_iff two_ne_zero, norm_eq_zero, sub_eq_zero, eq_comm]

end

end MeanFieldQEDFT
```

```lean
#print axioms MeanFieldQEDFT.exists_groundEnergy
#print axioms MeanFieldQEDFT.meanField_ground_state
#print axioms MeanFieldQEDFT.operatorEnergy_eq_meanField_add_variance
#print axioms MeanFieldQEDFT.operatorEnergy_eq_ground_iff
```

```
'MeanFieldQEDFT.exists_groundEnergy' depends on axioms: [propext, Classical.choice, Quot.sound]
'MeanFieldQEDFT.meanField_ground_state' depends on axioms: [propext, Classical.choice, Quot.sound]
'MeanFieldQEDFT.operatorEnergy_eq_meanField_add_variance' depends on axioms: [propext, Classical.choice, Quot.sound]
'MeanFieldQEDFT.operatorEnergy_eq_ground_iff' depends on axioms: [propext, Classical.choice, Quot.sound]
```

Q: What happens in the smallest case?

A: On a one-dimensional space each Hermitian \(D_\alpha\) is multiplication by a real number \(d_\alpha\), its variance is zero, and both energies reach \(E_0\) at \(\omega_\alpha q_\alpha=\lambda_\alpha d_\alpha\).

Q: And in a simulation?

A: For a finite electronic model with fixed \(H\) and nonzero mode frequencies, a program that minimises this \(E(\psi,q)\) over all unit \(\psi\) and real \(q\) should return the cavity-free ground energy, which makes a simple check on the program.
